# For Hermitian H and G, a mode of Hv = wGv with non-real frequency has zero metric norm

Let $H$ and $G$ be complex Hermitian matrices, and let a nonzero vector $v$ satisfy $Hv = wGv$ with a frequency $w$ that is not real. Then $v$ has zero norm in the metric $G$ and zero energy in the quadratic form of $H$. No rescaling of $v$ brings its metric norm to plus or minus one.

The problem comes from small oscillations about a stationary state. In linearized time-dependent Hartree–Fock theory and in the Bogoliubov theory of bosons, the amplitudes $x(t)$ obey $iG\dot x = Hx$, where $H$ holds the second-order energy and $G$ is typically diagonal with entries $+1$ and $-1$. Inserting $x(t) = e^{-iwt}v$ gives $Hv = wGv$. With this sign convention a mode grows when $\operatorname{Im} w > 0$ and decays when $\operatorname{Im} w < 0$. Modes with a real nonzero frequency are usually normalized to metric norm $\pm 1$, and the parts below show what becomes of this when the frequency is not real. Such a mode is called unstable here, whether it grows or decays.

The matrices are finite, with rows and columns labelled by a finite index type `n`. That the linearized equations of a given physical system take this form, with Hermitian $H$ and $G$ in a finite basis, is the step that has to be supplied from the physics.

```lean
import Mathlib

open Matrix

namespace UnstableModes

variable {n : Type*} [Fintype n]
```

For a matrix $A$ and vectors $u$, $v$, write
$$\langle u, Av\rangle = \sum_{i,j} \overline{u_i}\,A_{ij}\,v_j .$$
In Lean this is `bracket A u v`, where `star u` is the componentwise complex conjugate, `*ᵥ` applies a matrix to a vector and `⬝ᵥ` is the plain dot product without conjugation. The metric norm of $v$ is $\langle v,Gv\rangle$. It is a quadratic quantity without a square root, and it may be negative or zero for a nonzero vector, so it is not a norm in the mathematical sense. The energy form is $\langle v,Hv\rangle$.

```lean
/-- The matrix element `⟨u, A v⟩`, conjugate-linear in `u`. For `u = v` it is the metric norm
when `A` is the metric, and the energy form when `A` is the Hamiltonian matrix. -/
def bracket (A : Matrix n n ℂ) (u v : n → ℂ) : ℂ := star u ⬝ᵥ (A *ᵥ v)
```

`IsMode H G w v` says that $v \neq 0$ and $Hv = wGv$. The frequency `w` is the $\omega$ of most textbooks. Neither matrix is assumed to be invertible or positive. If $H$ and $G$ share a null vector, that vector counts as a mode at every $w$, and the results hold for it too.

```lean
/-- A mode of the paired eigenproblem: a nonzero vector `v` with `H v = w G v`. -/
def IsMode (H G : Matrix n n ℂ) (w : ℂ) (v : n → ℂ) : Prop :=
  v ≠ 0 ∧ H *ᵥ v = w • (G *ᵥ v)
```

## (a) Exchanging the two vectors

Let $A$ be Hermitian. Show that for all $u$ and $v$
$$\overline{\langle u,Av\rangle} = \langle v,Au\rangle .$$

Conjugate the double sum term by term, use $\overline{A_{ij}} = A_{ji}$, and sum over $i$ first:
$$\overline{\sum_{i,j}\overline{u_i}A_{ij}v_j} = \sum_{i,j} u_i\,\overline{A_{ij}}\,\overline{v_j} = \sum_{j,i}\overline{v_j}\,A_{ji}\,u_i = \langle v,Au\rangle .$$
For $u = v$ this says that $\langle v,Av\rangle$ is real.

The Lean proof takes the same route. `simp only` writes out the sums and conjugates them, `Finset.sum_comm` exchanges their order, and `hA.apply j i` supplies $\overline{A_{ij}} = A_{ji}$.

```lean
/-- For a Hermitian matrix, exchanging the two vectors conjugates the matrix element. -/
theorem bracket_conj_symm {A : Matrix n n ℂ} (hA : A.IsHermitian) (u v : n → ℂ) :
    star (bracket A u v) = bracket A v u := by
  simp only [bracket, Matrix.mulVec, dotProduct, Pi.star_apply, Finset.mul_sum, star_sum,
    star_mul', star_star]
  rw [Finset.sum_comm]
  refine Finset.sum_congr rfl fun j _ => Finset.sum_congr rfl fun i _ => ?_
  rw [hA.apply j i]
  ring
```

## (b) Projecting the mode equation

Let $v$ be a mode at frequency $w$. Show that for every vector $u$
$$\langle u,Hv\rangle = w\,\langle u,Gv\rangle .$$

Replace $Hv$ by $wGv$. The bracket is linear in its right-hand vector, so $w$ comes out unconjugated:
$$\langle u,Hv\rangle = \sum_i \overline{u_i}\,(Hv)_i = \sum_i \overline{u_i}\,w\,(Gv)_i = w\,\langle u,Gv\rangle .$$

Hermiticity plays no part here. In Lean, `hv.2` is the mode equation, and `dotProduct_smul` pulls out the factor.

```lean
/-- Projecting the mode equation on any vector `u` gives `⟨u, H v⟩ = w ⟨u, G v⟩`. -/
theorem bracket_mode {H G : Matrix n n ℂ} {w : ℂ} {v : n → ℂ} (hv : IsMode H G w v)
    (u : n → ℂ) : bracket H u v = w * bracket G u v := by
  unfold bracket
  rw [hv.2, dotProduct_smul, smul_eq_mul]
```

## (c) Two modes at different frequencies

Let $H$ and $G$ be Hermitian, $u$ a mode at frequency $w$ and $v$ a mode at frequency $z$, with $z \neq \overline{w}$. Show that
$$\langle u,Gv\rangle = 0 \quad\text{and}\quad \langle u,Hv\rangle = 0 .$$

Evaluate $\langle u,Hv\rangle$ twice. With $H$ acting to the right, part (b) gives
$$\langle u,Hv\rangle = z\,\langle u,Gv\rangle .$$
With $H$ acting to the left, parts (a) and (b) give
$$\langle u,Hv\rangle = \overline{\langle v,Hu\rangle} = \overline{w\,\langle v,Gu\rangle} = \overline{w}\,\langle u,Gv\rangle .$$
Subtracting the two,
$$(z-\overline{w})\,\langle u,Gv\rangle = 0 .$$
The first factor is nonzero, so $\langle u,Gv\rangle = 0$, and then $\langle u,Hv\rangle = z\cdot 0 = 0$.

For real frequencies this is the familiar orthogonality of modes with $w \neq z$. For complex ones the exception is the conjugate partner, not the mode itself. In the Lean proof `h1` and `h2` are the two evaluations, `h3` is their difference, and `resolve_left` discards the nonzero factor.

```lean
/-- For Hermitian `H` and `G`, two modes whose frequencies are not complex conjugates of each
other are orthogonal both in the metric `G` and in the energy form `H`. -/
theorem mode_orthogonality {H G : Matrix n n ℂ} (hH : H.IsHermitian) (hG : G.IsHermitian)
    {w z : ℂ} {u v : n → ℂ} (hu : IsMode H G w u) (hv : IsMode H G z v) (hne : z ≠ star w) :
    bracket G u v = 0 ∧ bracket H u v = 0 := by
  -- let H act to the right, then to the left
  have h1 := bracket_mode hv u
  have h2 : bracket H u v = star w * bracket G u v := by
    rw [← bracket_conj_symm hH v u, bracket_mode hu v, star_mul', bracket_conj_symm hG v u]
  have h3 : (z - star w) * bracket G u v = 0 := by linear_combination h2 - h1
  have h0 := (mul_eq_zero.mp h3).resolve_left (sub_ne_zero.mpr hne)
  exact ⟨h0, by rw [h1, h0, mul_zero]⟩
```

## (d) One mode at a non-real frequency

Let $H$ and $G$ be Hermitian and $v$ a mode at frequency $w$ with $\operatorname{Im} w \neq 0$. Show that
$$\langle v,Gv\rangle = 0 \quad\text{and}\quad \langle v,Hv\rangle = 0 .$$

Take $u = v$ and $z = w$ in part (c). The condition needed there is $w \neq \overline{w}$. If $w = \overline{w}$ held, comparing imaginary parts would give $\operatorname{Im} w = -\operatorname{Im} w$, hence $\operatorname{Im} w = 0$, against the assumption. Part (c) then gives both equations.

The Lean proof passes `hv` to `mode_orthogonality` twice. `him` is the comparison of imaginary parts, and `linarith` draws the contradiction.

```lean
/-- For Hermitian `H` and `G`, a mode with a non-real frequency has zero metric norm and
zero energy form. -/
theorem unstable_mode_neutral {H G : Matrix n n ℂ} (hH : H.IsHermitian) (hG : G.IsHermitian)
    {w : ℂ} {v : n → ℂ} (hv : IsMode H G w v) (hw : w.im ≠ 0) :
    bracket G v v = 0 ∧ bracket H v v = 0 := by
  refine mode_orthogonality hH hG hv hv fun h => hw ?_
  have him : w.im = -w.im := congrArg Complex.im h
  linarith
```

Hermiticity of $H$ cannot be weakened to normality, that is, to $H$ commuting with its adjoint. Take the one-by-one matrices $H = (i)$ and $G = (1)$ with $v = (1)$. Then $Hv = wGv$ holds with $w = i$, which is not real, yet the metric norm is $1$. Physically this $H$ describes an amplitude with external gain: it grows because it is fed from outside, and such growth does not force the norm to vanish.

## (e) Rescaling an unstable mode

Under the assumptions of part (d), let $c$ be any complex number. Show that
$$\langle cv,G(cv)\rangle \neq 1 \quad\text{and}\quad \langle cv,G(cv)\rangle \neq -1 .$$

The left-hand factor contributes $\overline{c}$ and the right-hand one $c$, so by part (d)
$$\langle cv,G(cv)\rangle = \overline{c}\,c\,\langle v,Gv\rangle = |c|^2\cdot 0 = 0 ,$$
which is neither $1$ nor $-1$.

In a finite-basis response or Bogoliubov calculation with Hermitian $H$ and $G$, a routine that divides each eigenvector by $\sqrt{|\langle v,Gv\rangle|}$ therefore divides by zero, or by a number that is only rounding error, when it meets an unstable mode. In Lean, `h0` is the displayed calculation, and `norm_num` settles $0 \neq 1$ and $0 \neq -1$.

```lean
/-- For Hermitian `H` and `G`, no complex rescaling of a mode with a non-real frequency has
metric norm `1` or `-1`. -/
theorem unstable_mode_not_normalizable {H G : Matrix n n ℂ} (hH : H.IsHermitian)
    (hG : G.IsHermitian) {w : ℂ} {v : n → ℂ} (hv : IsMode H G w v) (hw : w.im ≠ 0) (c : ℂ) :
    bracket G (c • v) (c • v) ≠ 1 ∧ bracket G (c • v) (c • v) ≠ -1 := by
  have h : star v ⬝ᵥ (G *ᵥ v) = 0 := (unstable_mode_neutral hH hG hv hw).1
  have h0 : bracket G (c • v) (c • v) = 0 := by
    unfold bracket
    rw [star_smul, Matrix.mulVec_smul, smul_dotProduct, dotProduct_smul, h, smul_zero, smul_zero]
  rw [h0]
  constructor <;> norm_num
```

## (f) Superpositions of growing modes

Let $H$ and $G$ be Hermitian, and let $v_i$ be finitely many modes at frequencies $w_i$, all with $\operatorname{Im} w_i > 0$. For complex coefficients $c_i$ put $x = \sum_i c_i v_i$. Show that
$$\langle x,Gx\rangle = 0 .$$

First, all the modes are orthogonal to one another and to themselves. If $w_j = \overline{w_i}$, then $\operatorname{Im} w_j = -\operatorname{Im} w_i < 0$, which is excluded. So part (c) applies to every pair, including $i = j$, and gives $\langle v_i,Gv_j\rangle = 0$.

Next, by linearity on the right,
$$\langle v_i,Gx\rangle = \sum_j c_j\,\langle v_i,Gv_j\rangle = 0 .$$
Part (a) turns this into $\langle x,Gv_i\rangle = \overline{\langle v_i,Gx\rangle} = 0$. Linearity once more gives
$$\langle x,Gx\rangle = \sum_i c_i\,\langle x,Gv_i\rangle = 0 .$$

The frequencies may coincide and the vectors need not be linearly independent. Mixing growing modes with each other thus produces no vector that could be normalized to $\pm 1$.

In the Lean statement the modes are labelled by a second finite type `ι`. The auxiliary claim `key` is the linearity step, stated for any vector orthogonal to all the modes, and `orth` is the pairwise orthogonality. `key` is used twice, first with $v_i$ on the left and then with $x$.

```lean
/-- For Hermitian `H` and `G`, every superposition of growing modes, those whose frequencies
have positive imaginary part, has zero metric norm. -/
theorem growing_superposition_neutral {ι : Type*} [Fintype ι] {H G : Matrix n n ℂ}
    (hH : H.IsHermitian) (hG : G.IsHermitian) {w : ι → ℂ} {v : ι → n → ℂ}
    (hv : ∀ i, IsMode H G (w i) (v i)) (hw : ∀ i, 0 < (w i).im) (c : ι → ℂ) :
    bracket G (∑ i, c i • v i) (∑ i, c i • v i) = 0 := by
  -- a vector orthogonal to every mode is orthogonal to their superposition
  have key : ∀ u : n → ℂ, (∀ i, bracket G u (v i) = 0) →
      bracket G u (∑ i, c i • v i) = 0 := by
    intro u hu
    have hsum : G *ᵥ (∑ i, c i • v i) = ∑ i, G *ᵥ (c i • v i) :=
      map_sum G.mulVecLin (fun i => c i • v i) Finset.univ
    unfold bracket
    rw [hsum, dotProduct_sum]
    refine Finset.sum_eq_zero fun i _ => ?_
    have hi : star u ⬝ᵥ (G *ᵥ v i) = 0 := hu i
    rw [Matrix.mulVec_smul, dotProduct_smul, hi, smul_zero]
  -- two growing frequencies are never conjugate to each other
  have orth : ∀ i j, bracket G (v i) (v j) = 0 := by
    intro i j
    refine (mode_orthogonality hH hG (hv i) (hv j) fun h => ?_).1
    have him : (w j).im = -(w i).im := congrArg Complex.im h
    linarith [hw i, hw j]
  apply key
  intro i
  rw [← bracket_conj_symm hG (v i) _, key (v i) (orth i), star_zero]
```

## (g) Positive energy

Let $H$ and $G$ be Hermitian, and suppose that $\langle x,Hx\rangle > 0$ for every nonzero vector $x$. Show that every mode frequency $w$ satisfies
$$\operatorname{Im} w = 0 .$$

Suppose that a mode $v$ had $\operatorname{Im} w \neq 0$. By part (d), $\langle v,Hv\rangle = 0$. But $v$ is nonzero, so by assumption $\langle v,Hv\rangle > 0$, a contradiction.

The positivity condition says that every small displacement from the stationary state costs energy to second order, so that the state is a local minimum and not a saddle. Within the finite linearized model, no mode then grows or decays exponentially. The metric may still be indefinite. The strict inequality leaves out states with a displacement that costs no energy, such as a Bose condensate whose phase can be turned freely.

The hypothesis `hpos` speaks of the real part `.re` because `bracket` is complex-valued; by part (a) the imaginary part vanishes here anyway. The Lean proof assumes the contrary with `by_contra`, inserts the zero from part (d), and ends at $0 < 0$.

```lean
/-- If `H` and `G` are Hermitian and the energy form of `H` is positive on every nonzero vector,
then every mode has a real frequency. -/
theorem real_frequency_of_positive_energy {H G : Matrix n n ℂ} (hH : H.IsHermitian)
    (hG : G.IsHermitian) (hpos : ∀ x : n → ℂ, x ≠ 0 → 0 < (bracket H x x).re)
    {w : ℂ} {v : n → ℂ} (hv : IsMode H G w v) : w.im = 0 := by
  by_contra hw
  have h := hpos v hv.1
  rw [(unstable_mode_neutral hH hG hv hw).2] at h
  exact lt_irrefl _ h
```

## (h) A two-component Bogoliubov problem

Let $a$, $b$, $g$ be real with $g \neq 0$ and $g^2 = b^2 - a^2$, and put
$$H = \begin{pmatrix} a & b\\ b & a\end{pmatrix},\qquad G = \begin{pmatrix} 1 & 0\\ 0 & -1\end{pmatrix},\qquad v = \begin{pmatrix} b\\ ig-a\end{pmatrix}.$$
Show that $H$ and $G$ are Hermitian, that $v \neq 0$, and that
$$Hv = ig\,Gv .$$

Here $a$ is the diagonal energy of an excitation and $b$ is the pairing that couples its two amplitudes. The condition on $g$ says that the pairing outweighs the diagonal energy, $|b| > |a|$. The letter $g$ is a growth rate, not an interaction strength, and a negative $g$ describes decay.

Both matrices are real and symmetric, hence Hermitian. Since $b^2 = g^2 + a^2 > 0$, the first component of $v$ is nonzero. The first row of the mode equation reads
$$ab + b(ig-a) = ig\,b ,$$
which is $ig$ times the first component of $Gv$. The second row reads
$$b^2 + a(ig-a) = g^2 + iga = ig\,(a-ig) ,$$
which is $ig$ times the second component of $Gv$.

So the assumptions of part (d) can be met, and the zero norm is visible directly: $\langle v,Gv\rangle = b^2 - (g^2+a^2) = 0$.

In Lean, `fin_cases` goes through the matrix entries and vector components. The second row is closed by `linear_combination`, which uses the condition on $g$ together with $i^2 = -1$.

```lean
/-- The two-component Bogoliubov problem with real diagonal element `a`, real pairing `b` and
metric `diag(1, -1)` has the mode `(b, i g - a)` at the imaginary frequency `i g`, whenever
`g` is real and nonzero with `g² = b² - a²`. -/
theorem unstable_mode_witness (a b g : ℝ) (hg0 : g ≠ 0) (hg : g ^ 2 = b ^ 2 - a ^ 2) :
    (!![(a : ℂ), b; b, a]).IsHermitian ∧ (!![(1 : ℂ), 0; 0, -1]).IsHermitian ∧
      IsMode !![(a : ℂ), b; b, a] !![(1 : ℂ), 0; 0, -1] (g * Complex.I)
        ![(b : ℂ), g * Complex.I - a] := by
  refine ⟨Matrix.IsHermitian.ext fun i j => ?_, Matrix.IsHermitian.ext fun i j => ?_, ?_, ?_⟩
  · fin_cases i <;> fin_cases j <;> simp
  · fin_cases i <;> fin_cases j <;> simp
  · -- the pairing b cannot vanish, since b² = g² + a²
    intro h
    have h0 : (b : ℂ) = 0 := congrFun h 0
    have hb : b = 0 := by exact_mod_cast h0
    have hgpos : 0 < g ^ 2 := by positivity
    rw [hb] at hg
    nlinarith [sq_nonneg a]
  · have hgC : (g : ℂ) ^ 2 = (b : ℂ) ^ 2 - (a : ℂ) ^ 2 := by exact_mod_cast hg
    ext i
    fin_cases i
    · simp [Matrix.mulVec, dotProduct, Fin.sum_univ_two]
      ring
    · simp [Matrix.mulVec, dotProduct, Fin.sum_univ_two]
      linear_combination -hgC + (g : ℂ) ^ 2 * Complex.I_sq

end UnstableModes
```

```lean
#print axioms UnstableModes.unstable_mode_neutral
-- 'UnstableModes.unstable_mode_neutral' depends on axioms: [propext, Classical.choice, Quot.sound]
#print axioms UnstableModes.unstable_mode_not_normalizable
-- 'UnstableModes.unstable_mode_not_normalizable' depends on axioms: [propext, Classical.choice, Quot.sound]
#print axioms UnstableModes.growing_superposition_neutral
-- 'UnstableModes.growing_superposition_neutral' depends on axioms: [propext, Classical.choice, Quot.sound]
#print axioms UnstableModes.real_frequency_of_positive_energy
-- 'UnstableModes.real_frequency_of_positive_energy' depends on axioms: [propext, Classical.choice, Quot.sound]
```

## The case a = 3, b = 5, g = 4

The condition holds, since $16 = 25 - 9$. The growing mode is $v = (5,\,-3+4i)$ at $w = 4i$. Indeed
$$Hv = (20i,\;16+12i) = 4i\,(5,\;3-4i) = 4i\,Gv .$$
Its metric norm is $25 - |-3+4i|^2 = 25 - 25 = 0$. Its energy form is
$$5\cdot 20i + (-3-4i)(16+12i) = 100i - 100i = 0 .$$

Taking $g = -4$ gives the decaying partner $u = (5,\,-3-4i)$ at $-4i$, also with zero norm. The two frequencies are conjugate to each other, which is the exception in part (c), and the overlap is in fact nonzero:
$$\langle u,Gv\rangle = 25 - (-3+4i)^2 = 32 + 24i .$$
Scaled to unit Euclidean length, each vector is divided by $\sqrt{50}$, and the overlap becomes $0.64 + 0.48i$.

The sum $u + v = (10,-6)$ has metric norm $100 - 36 = 64$, so $(u+v)/8$ has metric norm $1$. The conclusion of part (f) can therefore fail when growing and decaying modes are mixed.
